# The nearest orbital with orthonormal cyclic translates

We model an orbital as a complex function on a periodic grid of N ≥ 1 sites, `ZMod N`, and translate it by every number of sites, so that there are as many translates as sites. The Fourier transform is unnormalised:

F(k) = Σ_j f(j) exp(−2πi jk/N).

G and H denote the transforms of g and h in the same way. The distance between orbitals is measured by D(f,h) = Σ_j |f(j) − h(j)|².

**Claim.** If F vanishes nowhere, the function g with G = F/|F| has orthonormal translates, and every other h with orthonormal translates has D(f,h) > D(f,g). If F has a zero, the minimiser is not unique.

If F has no zero, the translates of g are Löwdin's orthonormal basis, as shown below. In this model, with one orbital per grid site, that basis therefore distorts the original orbital least. The competitors are themselves families of translates; arbitrary orthonormal sets are not compared.

## Derivation in Fourier space

Let S(r) = Σ_j conj f(j−r) h(j) be the overlap. Substituting m = j − r in its transform gives

Σ_r S(r) exp(−2πi rk/N) = Σ_m conj f(m) exp(2πi mk/N) · Σ_j h(j) exp(−2πi jk/N) = conj F(k) H(k).

For h = f, summing over k leaves only r = 0 on the left, which is Parseval's identity:

N Σ_j |f(j)|² = Σ_k |F(k)|².

The overlap of two translates of h depends only on their relative shift. They are therefore orthonormal exactly when the overlap of h with itself is 1 at r = 0 and 0 elsewhere. The transform of that function is 1 at every k, so the condition is |H(k)| = 1 for all k. In particular, g satisfies it.

Now write F = aG with a = |F| and |G| = |H| = 1. At each k,

|aG − H|² = a² + 1 − 2a Re(conj G · H) = (a − 1)² + a|G − H|²,

and (a − 1)² = |aG − G|². Summing over k and applying Parseval to f − h and f − g gives

N D(f,h) = N D(f,g) + Σ_k |F(k)| |G(k) − H(k)|².

If F has no zero, the last sum is positive unless H = G. At a zero of F, the phase of G is free and F = |F|G still holds, so each choice of phase gives a minimiser.

**A vanishing component.** For N = 2 take f = (1, 1), which is not normalised and coincides with its translate. Then F = (2, 0). Both (1, 0) and (0, 1) have orthonormal translates and lie at squared deviation 1 from f, the minimum. Lean's convention 0/0 = 0 makes `loewdin f` equal to (1/2, 1/2), whose translates are not orthonormal.

## Orbitals, overlaps and deviation in Lean

`NeZero N` excludes N = 0, for which `ZMod N` is the infinite set of integers.

```lean
import Mathlib

open ComplexConjugate

namespace LoewdinTranslates

noncomputable section

variable {N : ℕ} [NeZero N]
```

The first argument of the overlap is translated and conjugated.

```lean
/-- Overlap of the orbital `f`, translated by `r`, with the orbital `h`. -/
def overlap (f h : ZMod N → ℂ) (r : ZMod N) : ℂ := ∑ j, conj (f (j - r)) * h j
```

Orthonormality is required for all pairs of shifts r and s, including normalisation at r = s.

```lean
/-- The cyclic translates of `f` form an orthonormal family. -/
def OrthonormalTranslates (f : ZMod N → ℂ) : Prop :=
  ∀ r s : ZMod N, ∑ j, conj (f (j - r)) * f (j - s) = if r = s then 1 else 0

/-- Squared deviation between two orbitals, summed over the sites of the grid. -/
def deviation (f h : ZMod N → ℂ) : ℝ := ∑ j, ‖f j - h j‖ ^ 2
```

The orbital g is defined by inverting the transform of F/|F|.

```lean
/-- Each Fourier component of `f` is divided by its modulus, with 0/0 = 0. If no component vanishes,
this is the Löwdin orbital of `f`. -/
def loewdin (f : ZMod N → ℂ) : ZMod N → ℂ :=
  ZMod.dft.symm (fun k => ZMod.dft f k / (‖ZMod.dft f k‖ : ℂ))
```

`IsNearest` allows ties; uniqueness is stated separately.

```lean
/-- `g` has orthonormal translates and is at least as close to `f` as any other
such orbital. -/
def IsNearest (f g : ZMod N → ℂ) : Prop :=
  OrthonormalTranslates g ∧ ∀ h, OrthonormalTranslates h → deviation f g ≤ deviation f h
```

## Products of transforms and Parseval's identity

A superposition of translates is a convolution. The proof exchanges the sums, shifts the site by r and splits the exponential.

```lean
/-- The Fourier transform of a superposition of translates of `f` is the product of the
transforms of the coefficients and of `f`. -/
theorem dft_superposition (w f : ZMod N → ℂ) (k : ZMod N) :
    ZMod.dft (fun j => ∑ r, w r * f (j - r)) k = ZMod.dft w k * ZMod.dft f k := by
  rw [ZMod.dft_apply, ZMod.dft_apply, ZMod.dft_apply, Finset.sum_mul]
  simp only [smul_eq_mul, Finset.mul_sum]
  rw [Finset.sum_comm]
  refine Finset.sum_congr rfl fun r _ => ?_
  -- shift the summation site by `r`
  refine Fintype.sum_equiv (Equiv.subRight r) _ _ fun j => ?_
  have e : ZMod.stdAddChar (N := N) (-(j * k)) =
      ZMod.stdAddChar (N := N) (-(r * k)) * ZMod.stdAddChar (N := N) (-((j - r) * k)) := by
    rw [← AddChar.map_add_eq_mul]
    congr 1
    ring
  simp only [Equiv.subRight_apply]
  rw [e]
  ring
```

The overlap is such a superposition, with coefficients h and the function x ↦ conj f(−x), so the preceding theorem applies.

```lean
/-- The Fourier transform of the overlap of translates is the product of the conjugated
transform of `f` and the transform of `h`. -/
theorem dft_overlap (f h : ZMod N → ℂ) (k : ZMod N) :
    ZMod.dft (overlap f h) k = conj (ZMod.dft f k) * ZMod.dft h k := by
  have e : overlap f h = fun r => ∑ j, h j * (fun x => conj (f (-x))) (r - j) := by
    funext r
    refine Finset.sum_congr rfl fun j _ => ?_
    show conj (f (j - r)) * h j = h j * conj (f (-(r - j)))
    rw [neg_sub, mul_comm]
  have hc : ZMod.dft (fun x => conj (f (-x))) k = conj (ZMod.dft f k) := by
    rw [ZMod.dft_apply, ZMod.dft_apply, map_sum]
    refine Fintype.sum_equiv (Equiv.neg _) _ _ fun j => ?_
    simp only [Equiv.neg_apply, smul_eq_mul, map_mul]
    rw [← AddChar.map_neg_eq_conj (ZMod.stdAddChar (N := N))]
    simp only [neg_mul, neg_neg]
  rw [e]
  refine (dft_superposition h (fun x => conj (f (-x))) k).trans ?_
  rw [hc, mul_comm]
```

Transforming the overlap twice and evaluating at zero performs the sum over k used above.

```lean
/-- Parseval's identity for the unnormalised Fourier transform on the grid. -/
theorem parseval (f : ZMod N → ℂ) :
    (N : ℝ) * ∑ j, ‖f j‖ ^ 2 = ∑ k, ‖ZMod.dft f k‖ ^ 2 := by
  -- transform the overlap twice and evaluate at zero translation
  have h := congrFun (ZMod.dft_dft (overlap f f)) 0
  rw [ZMod.dft_apply] at h
  simp only [mul_zero, neg_zero, AddChar.map_zero_eq_one, dft_overlap,
    smul_eq_mul, one_mul, overlap, sub_zero, Complex.conj_mul'] at h
  exact_mod_cast h.symm
```

## Unit moduli and the excess deviation

Here `hshift` reduces two shifts to their difference, and `hδ` transforms the Kronecker delta. Injectivity of the transform gives the direction from unit moduli to orthonormality.

```lean
/-- Auxiliary step: orthonormality of the translates read off in Fourier space. -/
private theorem orthonormal_aux (h : ZMod N → ℂ) :
    OrthonormalTranslates h ↔ ∀ k, ‖ZMod.dft h k‖ = 1 := by
  have hδ : ZMod.dft (fun r : ZMod N => if r = 0 then (1 : ℂ) else 0) = fun _ => 1 := by
    funext k
    simp [ZMod.dft_apply]
  have hshift : ∀ r s : ZMod N,
      ∑ j, conj (h (j - r)) * h (j - s) = overlap h h (r - s) := by
    intro r s
    unfold overlap
    refine Fintype.sum_equiv (Equiv.subRight s) _ _ fun j => ?_
    simp only [Equiv.subRight_apply, sub_sub_sub_cancel_right]
  constructor
  · intro ho k
    have e : overlap h h = fun r => if r = 0 then (1 : ℂ) else 0 := by
      funext r
      have h0 := ho r 0
      rw [hshift, sub_zero] at h0
      exact h0
    have hk := dft_overlap h h k
    rw [e, hδ, Complex.conj_mul'] at hk
    have hk1 : (1 : ℂ) = (‖ZMod.dft h k‖ : ℂ) ^ 2 := hk
    have h2 : ‖ZMod.dft h k‖ ^ 2 = 1 := by exact_mod_cast hk1.symm
    exact (pow_eq_one_iff_of_nonneg (norm_nonneg _) two_ne_zero).mp h2
  · intro hu r s
    have e : overlap h h = fun r => if r = 0 then (1 : ℂ) else 0 := by
      apply (ZMod.dft (N := N) (E := ℂ)).injective
      rw [hδ]
      funext k
      rw [dft_overlap, Complex.conj_mul', hu]
      simp
    rw [hshift, e]
    simp [sub_eq_zero]
```

In the excess formula, `hd` is Parseval for a difference and `key` is the identity at one k, checked in real and imaginary parts. Hypothesis `hp` says F = |F|G and permits zeros of F.

```lean
/-- Let `g` and `h` have orthonormal translates, and let `g` carry the Fourier phases of `f`. Then
`N` times the deviation of `h` from `f` equals `N` times that of `g` plus the sum of the squared
Fourier differences of `g` and `h`, weighted with the Fourier moduli of `f`. -/
theorem deviation_excess (f g h : ZMod N → ℂ) (hg : OrthonormalTranslates g)
    (hh : OrthonormalTranslates h)
    (hp : ∀ k, ZMod.dft f k = (‖ZMod.dft f k‖ : ℂ) * ZMod.dft g k) :
    (N : ℝ) * deviation f h = N * deviation f g +
      ∑ k, ‖ZMod.dft f k‖ * ‖ZMod.dft g k - ZMod.dft h k‖ ^ 2 := by
  have hd : ∀ u : ZMod N → ℂ,
      (N : ℝ) * deviation f u = ∑ k, ‖ZMod.dft f k - ZMod.dft u k‖ ^ 2 := by
    intro u
    have hq := parseval (f - u)
    rw [map_sub] at hq
    exact hq
  -- the identity in the complex plane for two phases `u`, `z` and a modulus `a`
  have key : ∀ (a : ℝ) (u z : ℂ), ‖u‖ = 1 → ‖z‖ = 1 →
      ‖(a : ℂ) * u - z‖ ^ 2 = ‖(a : ℂ) * u - u‖ ^ 2 + a * ‖u - z‖ ^ 2 := by
    intro a u z hu hz
    have hu2 : ‖u‖ ^ 2 = 1 := by rw [hu, one_pow]
    have hz2 : ‖z‖ ^ 2 = 1 := by rw [hz, one_pow]
    rw [Complex.sq_norm, Complex.normSq_apply] at hu2 hz2
    simp only [Complex.sq_norm, Complex.normSq_apply, Complex.sub_re, Complex.sub_im,
      Complex.re_ofReal_mul, Complex.im_ofReal_mul]
    linear_combination (a - 1) * hu2 - (a - 1) * hz2
  rw [hd, hd, ← Finset.sum_add_distrib]
  refine Finset.sum_congr rfl fun k _ => ?_
  have hk := key ‖ZMod.dft f k‖ _ _ ((orthonormal_aux g).mp hg k)
    ((orthonormal_aux h).mp hh k)
  rw [← hp k] at hk
  exact hk
```

## The inverse square root of the overlap

Löwdin's construction applies the inverse square root of the overlap matrix. For translates this matrix is circulant with eigenvalues |F(k)|², so the coefficients should have transform t = 1/|F|. The theorem states this through Fourier components, without a matrix square root: t > 0 and t²|F|² = 1 force t = 1/|F|.

```lean
/-- The Löwdin orbital is the superposition of translates of `f` whose coefficients have as
Fourier transform the positive inverse square root `t` of the transformed overlap. -/
theorem loewdin_eq_superposition (f : ZMod N → ℂ) (t : ZMod N → ℝ) (ht : ∀ k, 0 < t k)
    (hS : ∀ k, (t k : ℂ) ^ 2 * ZMod.dft (overlap f f) k = 1) :
    loewdin f = fun j => ∑ r, ZMod.dft.symm (fun k => (t k : ℂ)) r * f (j - r) := by
  apply (ZMod.dft (N := N) (E := ℂ)).injective
  funext k
  rw [dft_superposition, loewdin, LinearEquiv.apply_symm_apply, LinearEquiv.apply_symm_apply]
  have h := hS k
  rw [dft_overlap, Complex.conj_mul'] at h
  have h2 : (t k * ‖ZMod.dft f k‖) ^ 2 = 1 := by
    rw [mul_pow]
    exact_mod_cast h
  have h1 : t k * ‖ZMod.dft f k‖ = 1 :=
    (pow_eq_one_iff_of_nonneg (mul_nonneg (ht k).le (norm_nonneg _)) two_ne_zero).mp h2
  have h3 : t k = ‖ZMod.dft f k‖⁻¹ := eq_inv_of_mul_eq_one_left h1
  show ZMod.dft f k / (‖ZMod.dft f k‖ : ℂ) = (t k : ℂ) * ZMod.dft f k
  rw [h3, Complex.ofReal_inv, div_eq_mul_inv, mul_comm]
```

## Strict minimality and uniqueness

A competitor different from g differs in some Fourier component, which makes the excess positive.

```lean
/-- If no Fourier component of `f` vanishes, its Löwdin orbital has orthonormal translates and
is strictly closer to `f` than every other orbital with orthonormal translates. -/
theorem loewdin_strictly_nearest (f : ZMod N → ℂ) (hf : ∀ k, ZMod.dft f k ≠ 0) :
    OrthonormalTranslates (loewdin f) ∧
      ∀ h, OrthonormalTranslates h → h ≠ loewdin f →
        deviation f (loewdin f) < deviation f h := by
  have hG : ∀ k, ZMod.dft (loewdin f) k = ZMod.dft f k / (‖ZMod.dft f k‖ : ℂ) := by
    intro k
    rw [loewdin, LinearEquiv.apply_symm_apply]
  have hn : ∀ k, ‖ZMod.dft f k‖ ≠ 0 := fun k => norm_ne_zero_iff.mpr (hf k)
  have hg : OrthonormalTranslates (loewdin f) := by
    rw [orthonormal_aux]
    intro k
    rw [hG, norm_div, Complex.norm_real, norm_norm, div_self (hn k)]
  refine ⟨hg, fun h hh hne => ?_⟩
  have hx := deviation_excess f (loewdin f) h hg hh fun k => by
    rw [hG, mul_div_cancel₀ _ (Complex.ofReal_ne_zero.mpr (hn k))]
  -- a different orbital differs in some Fourier component
  have hk : ∃ k, ZMod.dft (loewdin f) k ≠ ZMod.dft h k := by
    by_contra hc
    push Not at hc
    exact hne ((ZMod.dft (N := N) (E := ℂ)).injective (funext hc)).symm
  obtain ⟨k, hk⟩ := hk
  have hpos : 0 < ∑ k, ‖ZMod.dft f k‖ * ‖ZMod.dft (loewdin f) k - ZMod.dft h k‖ ^ 2 :=
    Finset.sum_pos' (fun _ _ => by positivity) ⟨k, Finset.mem_univ k,
      mul_pos (norm_pos_iff.mpr (hf k)) (pow_pos (norm_pos_iff.mpr (sub_ne_zero.mpr hk)) 2)⟩
  exact lt_of_mul_lt_mul_left (by linarith) (Nat.cast_nonneg (α := ℝ) N)
```

For the converse, the proof puts the phases 1 and −1 at a zero `k₀` of F. Uniqueness would make them equal.

```lean
/-- The nearest orbital with orthonormal translates is unique exactly when no Fourier
component of `f` vanishes. -/
theorem existsUnique_nearest_iff (f : ZMod N → ℂ) :
    (∃! g, IsNearest f g) ↔ ∀ k, ZMod.dft f k ≠ 0 := by
  constructor
  · rintro ⟨g, _, hu⟩ k₀ h0
    -- at a zero of the transform any phase `c` gives a minimiser
    have hc : ∀ c : ℂ, ‖c‖ = 1 → ∃ u, IsNearest f u ∧ ZMod.dft u k₀ = c := by
      intro c hc
      let v : ZMod N → ℂ := fun k =>
        if ZMod.dft f k = 0 then c else ZMod.dft f k / (‖ZMod.dft f k‖ : ℂ)
      have hv : ZMod.dft (ZMod.dft.symm v) = v := LinearEquiv.apply_symm_apply _ _
      have ho : OrthonormalTranslates (ZMod.dft.symm v) := by
        rw [orthonormal_aux, hv]
        intro k
        by_cases hk : ZMod.dft f k = 0
        · simp [v, hk, hc]
        · simp [v, hk]
      refine ⟨ZMod.dft.symm v, ⟨ho, fun h hh => ?_⟩, by rw [hv]; simp [v, h0]⟩
      have hx := deviation_excess f (ZMod.dft.symm v) h ho hh fun k => by
        rw [hv]
        by_cases hk : ZMod.dft f k = 0
        · simp [hk]
        · have hn : (‖ZMod.dft f k‖ : ℂ) ≠ 0 :=
            Complex.ofReal_ne_zero.mpr (norm_ne_zero_iff.mpr hk)
          simp only [v, if_neg hk]
          rw [mul_div_cancel₀ _ hn]
      have hs : 0 ≤ ∑ k, ‖ZMod.dft f k‖ *
          ‖ZMod.dft (ZMod.dft.symm v) k - ZMod.dft h k‖ ^ 2 :=
        Finset.sum_nonneg fun _ _ => by positivity
      have hN : (0 : ℝ) < N := Nat.cast_pos.mpr (Nat.pos_of_ne_zero (NeZero.ne N))
      exact le_of_mul_le_mul_left (by linarith) hN
    obtain ⟨u, hu1, hu2⟩ := hc 1 (by simp)
    obtain ⟨w, hw1, hw2⟩ := hc (-1) (by simp)
    rw [hu u hu1] at hu2
    rw [hu w hw1, hu2] at hw2
    norm_num at hw2
  · intro hf
    obtain ⟨hg, hlt⟩ := loewdin_strictly_nearest f hf
    refine ⟨loewdin f, ⟨hg, fun h hh => ?_⟩, fun h hh => ?_⟩
    · by_cases e : h = loewdin f
      · rw [e]
      · exact (hlt h hh e).le
    · by_contra e
      exact not_lt_of_ge (hh.2 _ hg) (hlt h hh.1 e)

end

end LoewdinTranslates
```

```lean
#print axioms LoewdinTranslates.loewdin_eq_superposition
#print axioms LoewdinTranslates.existsUnique_nearest_iff
```

```
'LoewdinTranslates.loewdin_eq_superposition' depends on axioms: [propext, Classical.choice, Quot.sound]
'LoewdinTranslates.existsUnique_nearest_iff' depends on axioms: [propext, Classical.choice, Quot.sound]
```
